# The least probability current in a superposition of two free plane waves with distinct positive momenta

For a free particle on the line, with mass and reduced Planck constant set to one, `isLeast_current` concerns a superposition of two plane waves with complex amplitudes $A$ and $B$ and momenta $0 < k_1 < k_2$. It states that at each time the least value of the probability current over all positions is $(|A| - |B|)(k_1|A| - k_2|B|)$, and that some position attains it. The plane waves are not normalisable, so this is a current for the given amplitudes and not for a state of unit norm. The proof writes the current as a constant plus an interference term proportional to a cosine, finds a position where the cosine is $-1$, and uses the bound $\cos \theta \ge -1$ for all other positions.

The failing Lean file:

```lean
import Mathlib

open ComplexConjugate

namespace QuantumBackflow

noncomputable section

/-- The free plane wave of momentum `k` at time `t` and position `x`, with energy `k ^ 2 / 2`
(units in which the mass and the reduced Planck constant are one). -/
def planeWave (k t x : ℝ) : ℂ :=
  Complex.exp (((k * x - k ^ 2 / 2 * t : ℝ) : ℂ) * Complex.I)

/-- The superposition of two plane waves with complex amplitudes `A` and `B`. -/
def wave (A B : ℂ) (k₁ k₂ t x : ℝ) : ℂ :=
  A * planeWave k₁ t x + B * planeWave k₂ t x

/-- The probability current of a wave function on the line. -/
def current (ψ : ℝ → ℂ) (x : ℝ) : ℝ :=
  (conj (ψ x) * deriv ψ x).im

/-- The spatial derivative of a two-wave superposition multiplies each amplitude by `i k`. -/
theorem deriv_wave (A B : ℂ) (k₁ k₂ t : ℝ) :
    deriv (wave A B k₁ k₂ t) =
      wave (Complex.I * k₁ * A) (Complex.I * k₂ * B) k₁ k₂ t := by
  have hp : ∀ k x : ℝ, HasDerivAt (fun y => planeWave k t y)
      (Complex.I * k * planeWave k t x) x := by
    intro k x
    have h : HasDerivAt (fun y : ℝ => k * y - k ^ 2 / 2 * t) k x :=
      (((hasDerivAt_id' x).const_mul k).sub_const _).congr_deriv (mul_one k)
    exact ((h.ofReal_comp.mul_const Complex.I).cexp).congr_deriv (by unfold planeWave; ring)
  funext x
  have h : HasDerivAt (wave A B k₁ k₂ t)
      (A * (Complex.I * k₁ * planeWave k₁ t x) + B * (Complex.I * k₂ * planeWave k₂ t x)) x :=
    ((hp k₁ x).const_mul A).fun_add ((hp k₂ x).const_mul B)
  rw [h.deriv]
  unfold wave
  ring

/-- A plane wave with a complex amplitude, written as a modulus times a single phase factor. -/
theorem amplitude_mul_planeWave (A : ℂ) (k t x : ℝ) :
    A * planeWave k t x = (‖A‖ : ℂ) *
      Complex.exp (((k * x - k ^ 2 / 2 * t + A.arg : ℝ) : ℂ) * Complex.I) := by
  calc A * planeWave k t x
      = ((‖A‖ : ℂ) * Complex.exp (A.arg * Complex.I)) * planeWave k t x := by
        rw [Complex.norm_mul_exp_arg_mul_I]
    _ = _ := by
        unfold planeWave
        rw [mul_assoc, ← Complex.exp_add]
        congr 2
        push_cast
        ring

/-- The current is the sum of the currents of the two waves and an interference term that
oscillates with their phase difference. -/
theorem current_wave (A B : ℂ) (k₁ k₂ t x : ℝ) :
    current (wave A B k₁ k₂ t) x = k₁ * ‖A‖ ^ 2 + k₂ * ‖B‖ ^ 2 + (k₁ + k₂) * (‖A‖ * ‖B‖) *
      Real.cos ((k₂ - k₁) * x - (k₂ ^ 2 - k₁ ^ 2) / 2 * t + (B.arg - A.arg)) := by
  -- the same identity for two waves given by moduli and phases
  have key : ∀ a b α β : ℝ,
      (conj ((a : ℂ) * Complex.exp (α * Complex.I) + b * Complex.exp (β * Complex.I)) *
        (Complex.I * k₁ * (a * Complex.exp (α * Complex.I))
          + Complex.I * k₂ * (b * Complex.exp (β * Complex.I)))).im
      = k₁ * a ^ 2 + k₂ * b ^ 2 + (k₁ + k₂) * (a * b) * Real.cos (β - α) := by
    intro a b α β
    rw [Real.cos_sub]
    simp only [Complex.mul_im, Complex.mul_re, Complex.conj_re, Complex.conj_im,
      Complex.add_re, Complex.add_im, Complex.ofReal_re, Complex.ofReal_im,
      Complex.I_re, Complex.I_im, Complex.exp_ofReal_mul_I_re, Complex.exp_ofReal_mul_I_im]
    linear_combination (k₁ * a ^ 2) * Real.sin_sq_add_cos_sq α
      + (k₂ * b ^ 2) * Real.sin_sq_add_cos_sq β
  unfold current
  rw [deriv_wave]
  unfold wave
  rw [mul_assoc (Complex.I * k₁) A, mul_assoc (Complex.I * k₂) B,
    amplitude_mul_planeWave A, amplitude_mul_planeWave B, key]
  congr 3
  ring

/-- For `0 < k₁ < k₂`, at each time, the least value of the current over all positions is `(|A| -
|B|) (k₁ |A| - k₂ |B|)`, and it is attained. -/
theorem isLeast_current (A B : ℂ) {k₁ k₂ : ℝ} (hk : 0 < k₁) (h : k₁ < k₂) (t : ℝ) :
    IsLeast (Set.range (current (wave A B k₁ k₂ t)))
      ((‖A‖ - ‖B‖) * (k₁ * ‖A‖ - k₂ * ‖B‖)) := by
  constructor
  · -- choose the position where the two waves are in antiphase
    have hne : k₂ - k₁ ≠ 0 := by linarith [sub_pos.mpr h] |> fun _ => (sub_pos.mpr h).ne'
    obtain ⟨x, hx⟩ : ∃ x : ℝ, (k₂ - k₁) * x =
        Real.pi + (k₂ ^ 2 - k₁ ^ 2) / 2 * t - (B.arg - A.arg) :=
      ⟨_, mul_div_cancel₀ _ hne⟩
    refine ⟨x, ?_⟩
    have hθ : (k₂ - k₁) * x - (k₂ ^ 2 - k₁ ^ 2) / 2 * t + (B.arg - A.arg) = Real.pi := by
      rw [hx]; ring
    rw [current_wave, hθ, Real.cos_pi]
    ring
  · rintro _ ⟨x, rfl⟩
    rw [current_wave]
    have hc := Real.neg_one_le_cos
      ((k₂ - k₁) * x - (k₂ ^ 2 - k₁ ^ 2) / 2 * t + (B.arg - A.arg))
    have hp : 0 ≤ (k₁ + k₂) * (‖A‖ * ‖B‖) :=
      mul_nonneg (by linarith) (by positivity)
    have hm := mul_le_mul_of_nonneg_left hc hp
    linarith

end

end QuantumBackflow
```

Lean reports:

```
Main.lean:87:33: error: linarith failed to find a contradiction
A B : ℂ
k₁ k₂ : ℝ
hk : 0 < k₁
h : k₁ < k₂
t : ℝ
⊢ False
failed
```

The error comes from the proof of `hne`, the fact `k₂ - k₁ ≠ 0` needed to divide by `k₂ - k₁` when solving for the antiphase position. Lean reads the line as `by linarith [sub_pos.mpr h]` piped into a function that ignores its argument and returns `(sub_pos.mpr h).ne'`. That function is already a full proof of `hne`, but Lean must still elaborate the argument, and nothing says what the argument should prove.

With no comparison to negate, `linarith` falls back to proving `False` from the hypotheses alone, which is the goal shown in the message. The facts it has are `0 < k₁`, `k₁ < k₂` and the supplied `0 < k₂ - k₁`. These are consistent, so there is no contradiction to find.

The repair drops the `linarith` call and the pipe and keeps the term `(sub_pos.mpr h).ne'`. Here `sub_pos.mpr h` turns `k₁ < k₂` into `0 < k₂ - k₁`, and `.ne'` turns that into `k₂ - k₁ ≠ 0`, exactly the statement of `hne`.

This version goes through:

```diff
@@ -85,5 +85,5 @@
   constructor
   · -- choose the position where the two waves are in antiphase
-    have hne : k₂ - k₁ ≠ 0 := by linarith [sub_pos.mpr h] |> fun _ => (sub_pos.mpr h).ne'
+    have hne : k₂ - k₁ ≠ 0 := (sub_pos.mpr h).ne'
     obtain ⟨x, hx⟩ : ∃ x : ℝ, (k₂ - k₁) * x =
         Real.pi + (k₂ ^ 2 - k₁ ^ 2) / 2 * t - (B.arg - A.arg) :=
```
